# Spin-1 rotations move at most half of the population from m = 1 to m = 0

When a code propagates a spin-1 state through a train of pulses, it can end by reading populations off the final amplitudes. If the spin starts in \(m=1\) and every step, including any delay between pulses, is a rotation, the population of \(m=0\) must come out no larger than \(1/2\), up to rounding. A larger value points to an error in the code or to a Hamiltonian with terms beyond those linear in the spin operators.

## The bound and a sharper identity

Take \(\hbar=1\) and the basis \(e_0,e_1,e_2\) with \(J_z=1,0,-1\). Let \(U\) be a product of finitely many rotations \(\exp(-it\,n\cdot J)\), with real \(t\) and real vectors \(n=(n_0,n_1,n_2)\), and let \(p_i=|\langle e_i,Ue_0\rangle|^2\). Then

\[
p_1=\frac{1-(p_0-p_2)^2}{2}\le\frac12 ,
\]

with equality exactly when \(p_0=p_2\). A quarter turn about \(x\) attains it.

## Checking a pulse simulation

For a single spin-1 that starts in \(m=1\) and is driven only by terms linear in \(J\), the identity tests the propagator at the cost of three populations. It complements the norm check: a mistyped matrix element that leaves the generator Hermitian still conserves the norm, but it can break the identity. In floating point, compare with a tolerance.

## Why the final amplitudes satisfy b² = 2ac

Write \(s=1/\sqrt2\) and \(w=s(n_0-in_1)\). Then

\[
K=n\cdot J=\begin{pmatrix}n_2&w&0\\ \bar w&0&w\\ 0&\bar w&-n_2\end{pmatrix},\qquad
G=\begin{pmatrix}0&0&-1\\0&1&0\\-1&0&0\end{pmatrix}.
\]

For \(\psi=(a,b,c)\), \(\psi^TG\psi=b^2-2ac\). Direct multiplication gives \(G^2=1\) and

\[
GKG=\begin{pmatrix}-n_2&-\bar w&0\\-w&0&-\bar w\\0&-w&n_2\end{pmatrix}=-K^T .
\]

Let \(R=\exp(-itK)\). Since \(K\) is Hermitian, \(R^\dagger=\exp(itK)=R^{-1}\). For the transpose,

\[
R^T=\exp(-itK^T)=\exp(it\,GKG)=G\exp(itK)G=GR^{-1}G ,
\]

so \(R^TGR=GR^{-1}G\,G\,R=G\). Both properties pass to products: if \(S\) also has them, then \((RS)^\dagger RS=S^\dagger S=1\) and \((RS)^TG(RS)=S^TGS=G\).

Now let \((a,b,c)=Ue_0\). Preservation of the form gives \(b^2-2ac=e_0^TGe_0=G_{00}=0\). Taking moduli and squaring, \(p_1^2=4p_0p_2\). Normalisation gives \(p_0+p_2=1-p_1\), and therefore

\[
(p_0-p_2)^2=(p_0+p_2)^2-4p_0p_2=(1-p_1)^2-p_1^2=1-2p_1 .
\]

Solving for \(p_1\) gives the identity. The bound and its equality condition follow because a real square is non-negative and vanishes only at zero.

For attainment, diagonalise \(J_x=P\,\mathrm{diag}(1,0,-1)\,P\), where

\[
P=\begin{pmatrix}1/2&s&1/2\\s&0&-s\\1/2&-s&1/2\end{pmatrix},\qquad P^2=1 .
\]

The first column of \(P\,\mathrm{diag}(e^{-it},1,e^{it})\,P\) is

\[
\left(\frac{1+\cos t}{2},\; -is\sin t,\; \frac{\cos t-1}{2}\right).
\]

Hence \(p_1=\tfrac12\sin^2t\) and \(p_2=\left(\tfrac{1-\cos t}{2}\right)^2\). At \(t=\pi/2\), \(p_1=1/2\); at \(t=\pi\), \(p_2=1\), so the whole population has passed to \(m=-1\).

## A 60° turn about x

With \(t=\pi/3\), \(\cos t=1/2\) and \(\sin^2t=3/4\). The populations are \(p_0=9/16\), \(p_1=3/8\) and \(p_2=1/16\), which sum to 1. Their outer difference is \(p_0-p_2=1/2\), and the identity returns \((1-1/4)/2=3/8\), as it should.

## The Lean file

```lean
import Mathlib

open Matrix

namespace SpinOneTransferBound

noncomputable section

/-- The number `1/√2` appearing in the spin-1 matrices. -/
def s : ℂ := (((√2)⁻¹ : ℝ) : ℂ)

/-- The spin-1 matrix of `Jx` in the basis `m = 1, 0, -1`. -/
def Jx : Matrix (Fin 3) (Fin 3) ℂ := !![0, s, 0; s, 0, s; 0, s, 0]

/-- The spin-1 matrix of `Jy` in the basis `m = 1, 0, -1`. -/
def Jy : Matrix (Fin 3) (Fin 3) ℂ :=
  !![0, -(Complex.I * s), 0; Complex.I * s, 0, -(Complex.I * s); 0, Complex.I * s, 0]

/-- The spin-1 matrix of `Jz` in the basis `m = 1, 0, -1`. -/
def Jz : Matrix (Fin 3) (Fin 3) ℂ := !![1, 0, 0; 0, 0, 0; 0, 0, -1]

/-- The spin component `n · J` along a real vector `n`. -/
def spin (n : Fin 3 → ℝ) : Matrix (Fin 3) (Fin 3) ℂ :=
  (n 0 : ℂ) • Jx + (n 1 : ℂ) • Jy + (n 2 : ℂ) • Jz

/-- The rotation operator `exp(-i t n · J)`. -/
def rotation (n : Fin 3 → ℝ) (t : ℝ) : Matrix (Fin 3) (Fin 3) ℂ :=
  NormedSpace.exp ((-(Complex.I * (t : ℂ))) • spin n)

/-- The product of a finite list of rotations, each given by a real vector `n` and a real number
`t`. -/
def pulseSequence (L : List ((Fin 3 → ℝ) × ℝ)) : Matrix (Fin 3) (Fin 3) ℂ :=
  (L.map fun p => rotation p.1 p.2).prod

/-- The basis states `e_0, e_1, e_2`. -/
def ket (m : Fin 3) : Fin 3 → ℂ := fun k => if k = m then 1 else 0

/-- The probability `|⟨e_i, U e_j⟩|²` of finding `e_i` after `U` has acted on `e_j`. -/
def prob (U : Matrix (Fin 3) (Fin 3) ℂ) (i j : Fin 3) : ℝ :=
  ‖star (ket i) ⬝ᵥ (U *ᵥ ket j)‖ ^ 2

/-- The matrix of the bilinear form `b² - 2ac` on spin-1 states `(a, b, c)`. -/
def G : Matrix (Fin 3) (Fin 3) ℂ := !![0, 0, -1; 0, 1, 0; -1, 0, 0]

/-- The states `e_0, e_1, e_2` have `Jz` equal to `1, 0, -1`. -/
theorem Jz_ket : Jz *ᵥ ket 0 = ket 0 ∧ Jz *ᵥ ket 1 = 0 ∧ Jz *ᵥ ket 2 = -ket 2 := by
  refine ⟨?_, ?_, ?_⟩ <;> funext i <;> fin_cases i <;>
    simp [Jz, ket, Matrix.mulVec, dotProduct]

private lemma s_sq : s * s = 1 / 2 := by
  unfold s
  rw [← Complex.ofReal_mul, ← mul_inv, Real.mul_self_sqrt (by norm_num)]
  norm_num

private lemma s_conj : (starRingEnd ℂ) s = s := Complex.conj_ofReal _

private lemma prob_eq (U : Matrix (Fin 3) (Fin 3) ℂ) (i j : Fin 3) :
    prob U i j = ‖U i j‖ ^ 2 := by
  fin_cases i <;> fin_cases j <;>
    simp [prob, ket, Matrix.mulVec, dotProduct]

private lemma exp_neg_mul (X : Matrix (Fin 3) (Fin 3) ℂ) :
    NormedSpace.exp (-X) * NormedSpace.exp X = 1 := by
  rw [← Matrix.exp_add_of_commute _ _ (Commute.neg_left (Commute.refl X)),
    neg_add_cancel, NormedSpace.exp_zero]

private lemma G_sq : G * G = 1 := by
  refine Matrix.ext fun i j => ?_
  fin_cases i <;> fin_cases j <;> simp [G, Matrix.mul_apply, Fin.sum_univ_three]

private lemma spin_herm (n : Fin 3 → ℝ) : (spin n)ᴴ = spin n := by
  refine Matrix.ext fun i j => ?_
  fin_cases i <;> fin_cases j <;> simp [spin, Jx, Jy, Jz, s_conj]

private lemma spin_transpose (n : Fin 3 → ℝ) : (spin n)ᵀ = G * (-spin n) * G := by
  refine Matrix.ext fun i j => ?_
  fin_cases i <;> fin_cases j <;>
    simp [spin, Jx, Jy, Jz, G, Matrix.mul_apply, Fin.sum_univ_three]

/-- A spin-1 rotation is unitary and preserves the bilinear form `b² - 2ac`. -/
theorem rotation_preserves (n : Fin 3 → ℝ) (t : ℝ) :
    (rotation n t)ᴴ * rotation n t = 1 ∧ (rotation n t)ᵀ * G * rotation n t = G := by
  unfold rotation
  constructor
  · -- the generator is anti-Hermitian
    have h : ((-(Complex.I * (t : ℂ))) • spin n)ᴴ = -((-(Complex.I * (t : ℂ))) • spin n) := by
      rw [Matrix.conjTranspose_smul, spin_herm]
      simp
    rw [← Matrix.exp_conjTranspose, h, exp_neg_mul]
  · -- transposition reverses the generator, up to conjugation by `G`
    have hG : G⁻¹ = G := Matrix.inv_eq_right_inv G_sq
    have h : ((-(Complex.I * (t : ℂ))) • spin n)ᵀ
        = G * (-((-(Complex.I * (t : ℂ))) • spin n)) * G⁻¹ := by
      rw [hG, Matrix.transpose_smul, spin_transpose, ← smul_neg, Matrix.mul_smul,
        Matrix.smul_mul]
    rw [← Matrix.exp_transpose, h, Matrix.exp_conj _ _ ⟨⟨G, G, G_sq, G_sq⟩, rfl⟩, hG,
      mul_assoc (G * _) G G, G_sq, mul_one, mul_assoc, exp_neg_mul, mul_one]

/-- A sequence of rotations is unitary and preserves the bilinear form `b² - 2ac`. -/
theorem pulseSequence_preserves (L : List ((Fin 3 → ℝ) × ℝ)) :
    (pulseSequence L)ᴴ * pulseSequence L = 1 ∧
      (pulseSequence L)ᵀ * G * pulseSequence L = G := by
  induction L with
  | nil => simp [pulseSequence]
  | cons p L ih =>
    obtain ⟨h1, h2⟩ := rotation_preserves p.1 p.2
    have hc : pulseSequence (p :: L) = rotation p.1 p.2 * pulseSequence L := by
      simp [pulseSequence]
    rw [hc, Matrix.conjTranspose_mul, Matrix.transpose_mul]
    generalize rotation p.1 p.2 = R at *
    generalize pulseSequence L = S at *
    constructor
    · calc Sᴴ * Rᴴ * (R * S) = Sᴴ * (Rᴴ * R) * S := by simp only [mul_assoc]
        _ = 1 := by rw [h1, mul_one, ih.1]
    · calc Sᵀ * Rᵀ * G * (R * S) = Sᵀ * (Rᵀ * G * R) * S := by simp only [mul_assoc]
        _ = G := by rw [h2, ih.2]

/-- Starting from `m = 1`, the population of `m = 0` after any sequence of rotations is
fixed by the difference of the populations of `m = 1` and `m = -1`. -/
theorem transfer_formula (L : List ((Fin 3 → ℝ) × ℝ)) :
    prob (pulseSequence L) 1 0 =
      (1 - (prob (pulseSequence L) 0 0 - prob (pulseSequence L) 2 0) ^ 2) / 2 := by
  obtain ⟨h1, h2⟩ := pulseSequence_preserves L
  simp only [prob_eq]
  generalize pulseSequence L = U at *
  -- normalisation of the final state
  have a1 := congrFun (congrFun h1 0) 0
  simp only [Matrix.mul_apply, Matrix.conjTranspose_apply, Fin.sum_univ_three,
    Matrix.one_apply_eq, Complex.star_def, Complex.conj_mul'] at a1
  have n1 : ‖U 0 0‖ ^ 2 + ‖U 1 0‖ ^ 2 + ‖U 2 0‖ ^ 2 = 1 := by exact_mod_cast a1
  -- the final state is null for the bilinear form
  have a2 := congrFun (congrFun h2 0) 0
  simp [Matrix.mul_apply, Fin.sum_univ_three, G] at a2
  have b2 : U 1 0 ^ 2 = 2 * (U 0 0 * U 2 0) := by linear_combination a2
  have n2 : ‖U 1 0‖ ^ 2 = 2 * (‖U 0 0‖ * ‖U 2 0‖) := by
    simpa [norm_mul, norm_pow] using congrArg norm b2
  linear_combination (1 / 2 * (‖U 0 0‖ ^ 2 + ‖U 2 0‖ ^ 2 - ‖U 1 0‖ ^ 2 + 1)) * n1
    + (1 / 2 * (‖U 1 0‖ ^ 2 + 2 * (‖U 0 0‖ * ‖U 2 0‖))) * n2

/-- No sequence of spin-1 rotations moves more than half of the population
from `m = 1` to `m = 0`. -/
theorem transfer_le_half (L : List ((Fin 3 → ℝ) × ℝ)) :
    prob (pulseSequence L) 1 0 ≤ 1 / 2 := by
  rw [transfer_formula]
  linarith [sq_nonneg (prob (pulseSequence L) 0 0 - prob (pulseSequence L) 2 0)]

/-- A single rotation `exp(-i t n · J)` moves at most half of the population
from `m = 1` to `m = 0`. -/
theorem rotation_transfer_le_half (n : Fin 3 → ℝ) (t : ℝ) :
    prob (rotation n t) 1 0 ≤ 1 / 2 := by
  simpa [pulseSequence] using transfer_le_half [(n, t)]

/-- After a sequence of rotations starting from `m = 1`, half of the population is in `m = 0`
exactly when the populations of `m = 1` and `m = -1` are equal. -/
theorem transfer_eq_half_iff (L : List ((Fin 3 → ℝ) × ℝ)) :
    prob (pulseSequence L) 1 0 = 1 / 2 ↔
      prob (pulseSequence L) 0 0 = prob (pulseSequence L) 2 0 := by
  rw [transfer_formula]
  constructor
  · intro h
    exact sub_eq_zero.mp (pow_eq_zero_iff (two_ne_zero)|>.mp (by linarith))
  · intro h
    rw [h]
    norm_num

/-- The orthogonal matrix whose columns are eigenvectors of `Jx`. -/
def P : Matrix (Fin 3) (Fin 3) ℂ := !![1/2, s, 1/2; s, 0, -s; 1/2, -s, 1/2]

private lemma P_sq : P * P = 1 := by
  refine Matrix.ext fun i j => ?_
  fin_cases i <;> fin_cases j <;> simp [P, Matrix.mul_apply, Fin.sum_univ_three] <;>
    first
    | ring1
    | linear_combination s_sq
    | linear_combination 2 * s_sq
    | linear_combination -s_sq

private lemma rotation_x (t : ℝ) : rotation ![1, 0, 0] t =
    P * diagonal ![(Real.cos t : ℂ) - Real.sin t * Complex.I, 1,
      (Real.cos t : ℂ) + Real.sin t * Complex.I] * P := by
  have hP : P⁻¹ = P := Matrix.inv_eq_right_inv P_sq
  have hX : (-(Complex.I * (t : ℂ))) • spin ![1, 0, 0] =
      P * diagonal ![-(Complex.I * (t : ℂ)), 0, Complex.I * (t : ℂ)] * P⁻¹ := by
    rw [hP]
    refine Matrix.ext fun i j => ?_
    fin_cases i <;> fin_cases j <;>
      simp [spin, Jx, Jy, Jz, P, Matrix.mul_apply, Matrix.vecMul_diagonal,
        Fin.sum_univ_three] <;> ring1
  have e1 : Complex.exp (-(Complex.I * (t : ℂ))) =
      (Real.cos t : ℂ) - Real.sin t * Complex.I := by
    rw [show -(Complex.I * (t : ℂ)) = (-(t : ℂ)) * Complex.I by ring, Complex.exp_mul_I,
      Complex.cos_neg, Complex.sin_neg, Complex.ofReal_cos, Complex.ofReal_sin]
    ring
  have e2 : Complex.exp (Complex.I * (t : ℂ)) =
      (Real.cos t : ℂ) + Real.sin t * Complex.I := by
    rw [mul_comm, Complex.exp_mul_I, Complex.ofReal_cos, Complex.ofReal_sin]
  -- the exponential of a tuple is taken entry by entry
  have hi : ∀ (v : Fin 3 → ℂ) (i : Fin 3),
      NormedSpace.exp v i = NormedSpace.exp (v i) := by
    intro v i
    exact NormedSpace.map_exp (Pi.evalRingHom (fun _ : Fin 3 => ℂ) i) (continuous_apply i) v
  have hd : NormedSpace.exp (![-(Complex.I * (t : ℂ)), 0, Complex.I * (t : ℂ)] : Fin 3 → ℂ) =
      ![(Real.cos t : ℂ) - Real.sin t * Complex.I, 1,
        (Real.cos t : ℂ) + Real.sin t * Complex.I] := by
    funext i
    rw [hi, ← Complex.exp_eq_exp_ℂ]
    fin_cases i
    · exact e1
    · exact Complex.exp_zero
    · exact e2
  unfold rotation
  rw [hX, Matrix.exp_conj _ _ ⟨⟨P, P, P_sq, P_sq⟩, rfl⟩, hP, Matrix.exp_diagonal, hd]

/-- Rotation by `t` about the x axis takes `m = 1` to `m = 0` with probability `sin² t / 2`
and to `m = -1` with probability `((1 - cos t) / 2)²`. -/
theorem x_rotation_prob (t : ℝ) :
    prob (rotation ![1, 0, 0] t) 1 0 = Real.sin t ^ 2 / 2 ∧
      prob (rotation ![1, 0, 0] t) 2 0 = ((1 - Real.cos t) / 2) ^ 2 := by
  have h1 : rotation ![1, 0, 0] t 1 0 = -(Complex.I * s * (Real.sin t : ℂ)) := by
    rw [rotation_x]
    simp [P, Matrix.mul_apply, Matrix.vecMul_diagonal, Fin.sum_univ_three]
    ring1
  have h2 : rotation ![1, 0, 0] t 2 0 = (((Real.cos t - 1) / 2 : ℝ) : ℂ) := by
    rw [rotation_x]
    simp [P, Matrix.mul_apply, Matrix.vecMul_diagonal, Fin.sum_univ_three]
    linear_combination -s_sq
  have hs : ‖s‖ ^ 2 = 1 / 2 := by
    rw [sq, ← norm_mul, s_sq]
    norm_num
  constructor
  · rw [prob_eq, h1]
    simp only [norm_neg, norm_mul, Complex.norm_I, one_mul, mul_pow, hs, Complex.norm_real,
      Real.norm_eq_abs, sq_abs]
    ring
  · rw [prob_eq, h2, Complex.norm_real, Real.norm_eq_abs, sq_abs]
    ring

/-- A quarter turn about the x axis moves exactly half of the population from `m = 1` to
`m = 0`, and a half turn moves all of it to `m = -1`. -/
theorem quarter_and_half_turn :
    prob (rotation ![1, 0, 0] (Real.pi / 2)) 1 0 = 1 / 2 ∧
      prob (rotation ![1, 0, 0] Real.pi) 2 0 = 1 := by
  rw [(x_rotation_prob _).1, (x_rotation_prob _).2, Real.sin_pi_div_two, Real.cos_pi]
  norm_num

end

end SpinOneTransferBound
```

```lean
#print axioms SpinOneTransferBound.Jz_ket
#print axioms SpinOneTransferBound.rotation_transfer_le_half
#print axioms SpinOneTransferBound.transfer_eq_half_iff
#print axioms SpinOneTransferBound.quarter_and_half_turn
```

```
'SpinOneTransferBound.Jz_ket' depends on axioms: [propext, Classical.choice, Quot.sound]
'SpinOneTransferBound.rotation_transfer_le_half' depends on axioms: [propext, Classical.choice, Quot.sound]
'SpinOneTransferBound.transfer_eq_half_iff' depends on axioms: [propext, Classical.choice, Quot.sound]
'SpinOneTransferBound.quarter_and_half_turn' depends on axioms: [propext, Classical.choice, Quot.sound]
```

## How the code maps to the physics

`spin n` is \(n\cdot J\) and `rotation n t` is the matrix exponential itself. The vector `n` need not have unit length; its length rescales the angle, so unit vectors are a special case. `pulseSequence L` multiplies the rotations in list order, which means that the last entry of the list acts on the state first. `prob U i j` is the probability of going from \(e_j\) to \(e_i\), so the transfer in question is `prob U 1 0`. `Jz_ket` confirms the labelling of the states.

## How the proof follows the derivation

`spin_herm` and `spin_transpose` check the two symmetries of \(K\) entry by entry. `rotation_preserves` carries them through the exponential, using Mathlib's rules for adjoints, transposes and conjugation, and `pulseSequence_preserves` extends the result by induction on the list.

`transfer_formula` reads the \((0,0)\) entries of the two matrix identities, which are normalisation and \(b^2=2ac\). It takes norms in the second, and `linear_combination` does the elimination. `transfer_le_half` and `transfer_eq_half_iff` then follow, and `rotation_transfer_le_half` is the case of a one-element list. `rotation_x` performs the diagonalisation with \(P\), from which `x_rotation_prob` and `quarter_and_half_turn` obtain the explicit values.

## Which simulations the bound covers

The theorems concern exact matrices, a pure initial state \(m=1\) and finitely many rotations. An integrator that freezes the field during each time step and applies the exact exponential for that step produces such a product, whatever the number of steps; the continuous-time limit is not treated, nor is rounding error.

An axial zero-field splitting \(D J_z^2\) with \(D\ne0\) is not of the form \(n\cdot J\), so the theorems do not cover it. It makes it possible to drive the \(m=1\leftrightarrow m=0\) transition selectively, and a correct simulation may then show more than half of the population in \(m=0\). Relaxation, coupling to other spins and spins other than 1 also lie beyond these statements. Finally, the test works in one direction only: a wrong rotation axis or angle still gives a rotation, and passes.
